# Cyclic translates of an orbital are orthonormal exactly when its unnormalised discrete Fourier transform has modulus one everywhere

On a finite ring of `N` sites, with `N` nonzero, an orbital is given by complex amplitudes `h`, and its translates are compared by the standard inner product summed over sites. The declaration `orthonormal_aux` states that these translates are orthonormal if and only if the discrete Fourier transform of `h` has modulus 1 at every `k`. The transform is the plain sum, without a prefactor; with the unitary factor 1/√N the modulus would be 1/√N. The attempt notes that the overlap of two translates depends only on their relative displacement, and that the transform of this overlap is the squared modulus of the transform of `h`. It compares this with the transform of a unit peak at zero displacement, which is the constant 1, and uses injectivity of the transform for the converse.

The first attempt, which Lean rejects:

```lean
import Mathlib

open ComplexConjugate

namespace LoewdinTranslates

noncomputable section

variable {N : ℕ} [NeZero N]

/-- Overlap of the orbital `f`, translated by `r`, with the orbital `h`. -/
def overlap (f h : ZMod N → ℂ) (r : ZMod N) : ℂ := ∑ j, conj (f (j - r)) * h j

/-- The cyclic translates of `f` form an orthonormal family. -/
def OrthonormalTranslates (f : ZMod N → ℂ) : Prop :=
  ∀ r s : ZMod N, ∑ j, conj (f (j - r)) * f (j - s) = if r = s then 1 else 0

/-- The Fourier transform of a superposition of translates of `f` is the product of the
transforms of the coefficients and of `f`. -/
theorem dft_superposition (w f : ZMod N → ℂ) (k : ZMod N) :
    ZMod.dft (fun j => ∑ r, w r * f (j - r)) k = ZMod.dft w k * ZMod.dft f k := by
  rw [ZMod.dft_apply, ZMod.dft_apply, ZMod.dft_apply, Finset.sum_mul]
  simp only [smul_eq_mul, Finset.mul_sum]
  rw [Finset.sum_comm]
  refine Finset.sum_congr rfl fun r _ => ?_
  -- shift the summation site by `r`
  refine Fintype.sum_equiv (Equiv.subRight r) _ _ fun j => ?_
  have e : ZMod.stdAddChar (N := N) (-(j * k)) =
      ZMod.stdAddChar (N := N) (-(r * k)) * ZMod.stdAddChar (N := N) (-((j - r) * k)) := by
    rw [← AddChar.map_add_eq_mul]
    congr 1
    ring
  simp only [Equiv.subRight_apply]
  rw [e]
  ring

/-- The Fourier transform of the overlap of translates is the product of the conjugated
transform of `f` and the transform of `h`. -/
theorem dft_overlap (f h : ZMod N → ℂ) (k : ZMod N) :
    ZMod.dft (overlap f h) k = conj (ZMod.dft f k) * ZMod.dft h k := by
  have e : overlap f h = fun r => ∑ j, h j * (fun x => conj (f (-x))) (r - j) := by
    funext r
    refine Finset.sum_congr rfl fun j _ => ?_
    show conj (f (j - r)) * h j = h j * conj (f (-(r - j)))
    rw [neg_sub, mul_comm]
  have hc : ZMod.dft (fun x => conj (f (-x))) k = conj (ZMod.dft f k) := by
    rw [ZMod.dft_apply, ZMod.dft_apply, map_sum]
    refine Fintype.sum_equiv (Equiv.neg _) _ _ fun j => ?_
    simp only [Equiv.neg_apply, smul_eq_mul, map_mul]
    rw [← AddChar.map_neg_eq_conj (ZMod.stdAddChar (N := N))]
    simp only [neg_mul, neg_neg]
  rw [e]
  refine (dft_superposition h (fun x => conj (f (-x))) k).trans ?_
  rw [hc, mul_comm]

/-- Auxiliary step: orthonormality of the translates read off in Fourier space. -/
private theorem orthonormal_aux (h : ZMod N → ℂ) :
    OrthonormalTranslates h ↔ ∀ k, ‖ZMod.dft h k‖ = 1 := by
  have hδ : ZMod.dft (fun r : ZMod N => if r = 0 then (1 : ℂ) else 0) = fun _ => 1 := by
    funext k
    simp [ZMod.dft_apply]
  have hshift : ∀ r s : ZMod N,
      ∑ j, conj (h (j - r)) * h (j - s) = overlap h h (r - s) := by
    intro r s
    unfold overlap
    refine Fintype.sum_equiv (Equiv.subRight s) _ _ fun j => ?_
    simp only [Equiv.subRight_apply, sub_sub_sub_cancel_right]
  constructor
  · intro ho k
    have e : overlap h h = fun r => if r = 0 then (1 : ℂ) else 0 := by
      funext r
      have h0 := ho r 0
      rw [hshift, sub_zero] at h0
      exact h0
    have hk := dft_overlap h h k
    rw [e, hδ, Complex.conj_mul'] at hk
    have h2 : ‖ZMod.dft h k‖ ^ 2 = 1 := by exact_mod_cast hk.symm
    exact (pow_eq_one_iff_of_nonneg (norm_nonneg _) two_ne_zero).mp h2
  · intro hu r s
    have e : overlap h h = fun r => if r = 0 then (1 : ℂ) else 0 := by
      apply (ZMod.dft (N := N) (E := ℂ)).injective
      rw [hδ]
      funext k
      rw [dft_overlap, Complex.conj_mul', hu]
      simp
    rw [hshift, e]
    simp [sub_eq_zero]

end

end LoewdinTranslates
```

The compiler's answer:

```
Main.lean:77:43: error: mod_cast has type
  ↑(‖ZMod.dft h k‖ ^ 2) = (fun x => 1) k
but is expected to have type
  ‖ZMod.dft h k‖ ^ 2 = 1
```

The error is in the forward direction, where an equation between complex numbers is to become one between real numbers. The rewrite with `hδ` replaces a transformed function by the constant function `fun _ => 1`, but that function is still applied to `k`. So `hk` contains `(fun x => 1) k`, which equals 1 by definition but is not written as 1.

`exact_mod_cast` gathers the other side into the cast of a real number, `↑(‖ZMod.dft h k‖ ^ 2)`. To remove that cast it must also see the opposite side as a cast real number. It can do this with the numeral `1`, but it did not do it with the unevaluated application. The equation therefore stays complex and does not match the real goal, as the message shows.

The repair adds `hk1`, which restates `hk` with a literal `(1 : ℂ)`. Lean accepts `hk` as its proof because evaluating the constant function makes the two statements the same. `exact_mod_cast` is then given `hk1.symm` instead of `hk.symm`, and can remove the casts from both sides.

Fix (accepted with no message):

```diff
@@ -75,5 +75,6 @@
     have hk := dft_overlap h h k
     rw [e, hδ, Complex.conj_mul'] at hk
-    have h2 : ‖ZMod.dft h k‖ ^ 2 = 1 := by exact_mod_cast hk.symm
+    have hk1 : (1 : ℂ) = (‖ZMod.dft h k‖ : ℂ) ^ 2 := hk
+    have h2 : ‖ZMod.dft h k‖ ^ 2 = 1 := by exact_mod_cast hk1.symm
     exact (pow_eq_one_iff_of_nonneg (norm_nonneg _) two_ne_zero).mp h2
   · intro hu r s
```
